# Normal Restitution and Kinetic Energy in a Frictionless Collision of Two Rigid Bodies

Two rigid bodies with positive masses and positive definite inertia tensors receive opposite impulses $Jn$ and $-Jn$ along a unit contact normal $n$. Before the impact, let $u$ be the velocity component along $n$ of the contact point on the body that receives $Jn$, minus that of the contact point on the other body. Let $k$ be the inverse effective mass of the pair and $e$ the restitution coefficient. If $J=-(1+e)u/k$, then the normal relative velocity afterwards is $u'=-eu$, and the total kinetic energy $K$ changes by
$$\Delta K=-\frac{(1-e^2)\,u^2}{2k}.$$

In Lean 4 with Mathlib:

```lean
import Mathlib

open Matrix

namespace RigidBodyImpact

noncomputable section
```

## Bodies, motions and impulses

All vectors and tensors are given by their components in one common Cartesian frame at the instant of impact.

```lean
/-- Vectors in three-dimensional space. -/
abbrev Vec := Fin 3 → ℝ
```

A body has a mass $m>0$ and an inertia tensor $I$ about its centre of mass, with $I^{\mathsf T}=I$ and $x\cdot Ix>0$ for every $x\neq0$. The last condition says that rotation about any axis costs energy. It excludes a linear molecule made of point masses, which has no moment of inertia about its own axis.

```lean
/-- A rigid body with positive mass and a symmetric positive definite inertia tensor about
its centre of mass. -/
structure RigidBody where
  mass : ℝ
  inertia : Matrix (Fin 3) (Fin 3) ℝ
  mass_pos : 0 < mass
  inertia_symm : inertiaᵀ = inertia
  inertia_pos : ∀ x : Vec, x ≠ 0 → 0 < x ⬝ᵥ (inertia *ᵥ x)
```

The state of motion is the centre-of-mass velocity $v$ together with the angular velocity $\omega$.

```lean
/-- The centre-of-mass velocity `v` and angular velocity `ω` of a body. -/
structure Motion where
  v : Vec
  ω : Vec
```

The material point at arm $r$ from the centre of mass moves with velocity $v+\omega\times r$. In the code `⨯₃` is the cross product, `⬝ᵥ` the dot product and `*ᵥ` a matrix acting on a vector.

```lean
/-- The velocity of the material point at arm `r` from the centre of mass. -/
def Motion.pointVelocity (s : Motion) (r : Vec) : Vec := s.v + s.ω ⨯₃ r
```

The kinetic energy of one body is $\tfrac12\left(m\,v\cdot v+\omega\cdot I\omega\right)$.

```lean
/-- Translational plus rotational kinetic energy. -/
def RigidBody.energy (B : RigidBody) (s : Motion) : ℝ :=
  (B.mass * (s.v ⬝ᵥ s.v) + s.ω ⬝ᵥ (B.inertia *ᵥ s.ω)) / 2
```

An impulse $p$ at arm $r$ adds $p$ to the linear momentum and $r\times p$ to the angular momentum about the centre of mass. The impact is taken to be instantaneous, so positions and $I$ do not change while it acts, and
$$v'=v+\frac{p}{m},\qquad \omega'=\omega+I^{-1}(r\times p).$$
This impulse law is built into the definition of `kick`; it is not derived from a contact force of finite duration.

```lean
/-- The motion just after an impulse `p` has acted at arm `r`. -/
def RigidBody.kick (B : RigidBody) (r p : Vec) (s : Motion) : Motion :=
  ⟨s.v + B.mass⁻¹ • p, s.ω + B.inertia⁻¹ *ᵥ (r ⨯₃ p)⟩
```

How readily a body yields at the contact is measured by its inverse effective mass along $n$,
$$\kappa=\frac1m+(r\times n)\cdot I^{-1}(r\times n).$$
The second term is the part due to rotation, and it vanishes when the line of the impulse passes through the centre of mass.

```lean
/-- The inverse effective mass of one body at arm `r` along the unit direction `n`. -/
def RigidBody.invMass (B : RigidBody) (r n : Vec) : ℝ :=
  B.mass⁻¹ + (r ⨯₃ n) ⬝ᵥ (B.inertia⁻¹ *ᵥ (r ⨯₃ n))
```

With the centre of mass at position $x$, the angular momentum about the origin is $m\,x\times v+I\omega$.

```lean
/-- Angular momentum about the origin of a body whose centre of mass is at `x`. -/
def RigidBody.angularMomentum (B : RigidBody) (x : Vec) (s : Motion) : Vec :=
  B.mass • (x ⨯₃ s.v) + B.inertia *ᵥ s.ω
```

## The contact between the two bodies

Subscripts 1 and 2 label the bodies. The normal relative velocity is
$$u=n\cdot(v_1+\omega_1\times r_1)-n\cdot(v_2+\omega_2\times r_2).$$
If $n$ points from body 2 towards body 1, approaching bodies have $u<0$, and for $e\ge0$ the impulse on body 1 then has $J>0$, a push.

```lean
/-- The normal component of the relative velocity of the two contact points. -/
def normalVelocity (n r₁ r₂ : Vec) (s₁ s₂ : Motion) : ℝ :=
  n ⬝ᵥ s₁.pointVelocity r₁ - n ⬝ᵥ s₂.pointVelocity r₂
```

The inverse effective masses add: $k=\kappa_1+\kappa_2$.

```lean
/-- The inverse effective mass of the pair at the contact. -/
def pairInvMass (B₁ B₂ : RigidBody) (n r₁ r₂ : Vec) : ℝ :=
  B₁.invMass r₁ n + B₂.invMass r₂ n
```

The restitution coefficient $e$ is a postulated number. It stands for everything that happens to the energy during contact and is not resolved by a rigid model, such as permanent deformation, sound and internal vibration. It fixes the impulse $J=-(1+e)u/k$.

```lean
/-- The signed coefficient `J` of the impulse `J n` on body 1, for restitution coefficient `e`. -/
def restitutionImpulse (B₁ B₂ : RigidBody) (n r₁ r₂ : Vec) (s₁ s₂ : Motion) (e : ℝ) : ℝ :=
  -(1 + e) * normalVelocity n r₁ r₂ s₁ s₂ / pairInvMass B₁ B₂ n r₁ r₂
```

Body 1 receives $Jn$ and body 2 receives $-Jn$. The total energy afterwards is kept as a function of an arbitrary $J$, so that different impulses can be compared.

```lean
/-- Total kinetic energy after the impulses `J n` on body 1 and `-J n` on body 2. -/
def energyAfter (B₁ B₂ : RigidBody) (n r₁ r₂ : Vec) (s₁ s₂ : Motion) (J : ℝ) : ℝ :=
  B₁.energy (B₁.kick r₁ (J • n) s₁) + B₂.energy (B₂.kick r₂ (-(J • n)) s₂)
```

These definitions describe one smooth contact between two bodies, without friction or other simultaneous contacts. Within those limits, the formulas are the collision rule for event-driven simulations of hard rigid particles, with $e=1$ for elastic hard-body molecules and $e<1$ for granular matter.

## The divisions by the inertia tensor and by $k$

If $I$ were singular, some $x\neq0$ would satisfy $Ix=0$, and then $x\cdot Ix=0$ would contradict positive definiteness. Hence $\det I\neq0$ and $I(I^{-1}a)=a$ for every vector $a$. Mathlib assigns a value to `B.inertia⁻¹` even for a singular matrix, so this lemma is what makes the symbol mean the inverse.

```lean
/-- The inertia tensor maps the angular velocity `I⁻¹ a` to the angular momentum `a`. -/
theorem inertia_mulVec_inv (B : RigidBody) (a : Vec) :
    B.inertia *ᵥ (B.inertia⁻¹ *ᵥ a) = a := by
  have hdet : B.inertia.det ≠ 0 := by
    intro h
    obtain ⟨x, hx, h0⟩ := Matrix.exists_mulVec_eq_zero_iff.mpr h
    have hp := B.inertia_pos x hx
    rw [h0, dotProduct_zero] at hp
    exact lt_irrefl _ hp
  rw [Matrix.mulVec_mulVec, Matrix.mul_nonsing_inv _ (isUnit_iff_ne_zero.mpr hdet),
    Matrix.one_mulVec]
```

To see that $\kappa>0$, put $b=r\times n$ and $w=I^{-1}b$. Then $b\cdot I^{-1}b=Iw\cdot w$, which is positive if $w\neq0$ and zero if $w=0$. Adding $1/m>0$ gives $\kappa>0$ in both cases, and so $k=\kappa_1+\kappa_2>0$. The proof makes the same case distinction with `by_cases`.

```lean
/-- The inverse effective mass of the pair is positive. -/
theorem pairInvMass_pos (B₁ B₂ : RigidBody) (n r₁ r₂ : Vec) :
    0 < pairInvMass B₁ B₂ n r₁ r₂ := by
  have key : ∀ (B : RigidBody) (r : Vec), 0 < B.invMass r n := by
    intro B r
    have hm := inv_pos.mpr B.mass_pos
    have hI := inertia_mulVec_inv B (r ⨯₃ n)
    unfold RigidBody.invMass
    by_cases hb : B.inertia⁻¹ *ᵥ (r ⨯₃ n) = 0
    · rw [hb, dotProduct_zero]
      linarith
    · have hp := B.inertia_pos _ hb
      rw [hI, dotProduct_comm] at hp
      linarith
  exact add_pos (key B₁ r₁) (key B₂ r₂)
```

## The response of one body

The contact velocity contains $\omega\times r$, whereas the impulse acts through $r\times n$. The cyclic triple product connects them:
$$n\cdot(\omega\times r)=\omega\cdot(r\times n).$$
It is checked by expanding in components.

```lean
/-- The scalar triple product is cyclic. -/
theorem triple_cyclic (n w r : Vec) : n ⬝ᵥ (w ⨯₃ r) = w ⬝ᵥ (r ⨯₃ n) := by
  simp [cross_apply, dotProduct, Fin.sum_univ_succ]
  ring
```

Write $c=n\cdot(v+\omega\times r)=n\cdot v+\omega\cdot b$ for the normal velocity of the contact point, again with $b=r\times n$. The impulse $Jn$ gives $v'=v+(J/m)\,n$ and $\omega'=\omega+J\,I^{-1}b$. Since $n\cdot n=1$,
$$c'=c+\frac Jm+J\,b\cdot I^{-1}b=c+J\kappa .$$

The translational energy changes by $J\,n\cdot v+J^2/(2m)$. For the rotational energy,
$$\tfrac12\,\omega'\cdot I\omega'=\tfrac12\,\omega\cdot I\omega+\tfrac J2\left[\omega\cdot b+(I^{-1}b)\cdot I\omega\right]+\tfrac{J^2}{2}\,b\cdot I^{-1}b .$$
Symmetry of $I$ turns the second cross term into $(I\,I^{-1}b)\cdot\omega=\omega\cdot b$, so the bracket equals $2\,\omega\cdot b$. Altogether the energy of the body changes by
$$Jc+\tfrac12J^2\kappa .$$

In the proof, `hs` is the symmetry step. The `simp only` calls expand the products, and the remaining algebra uses $m\,m^{-1}=1$, named `hm`.

```lean
/-- A normal impulse `J n` changes the normal velocity of the contact point by `J` times the
inverse effective mass, and the kinetic energy by a quadratic function of `J`. -/
theorem kick_response (B : RigidBody) (r n : Vec) (s : Motion) (J : ℝ) (hn : n ⬝ᵥ n = 1) :
    n ⬝ᵥ (B.kick r (J • n) s).pointVelocity r
        = n ⬝ᵥ s.pointVelocity r + J * B.invMass r n ∧
    B.energy (B.kick r (J • n) s)
        = B.energy s + J * (n ⬝ᵥ s.pointVelocity r) + J ^ 2 / 2 * B.invMass r n := by
  have hb := inertia_mulVec_inv B (r ⨯₃ n)
  have hc := dotProduct_comm (r ⨯₃ n) (B.inertia⁻¹ *ᵥ (r ⨯₃ n))
  have hv := dotProduct_comm s.v n
  have hm : B.mass * B.mass⁻¹ = 1 := mul_inv_cancel₀ B.mass_pos.ne'
  -- symmetry of the inertia tensor joins the two cross terms of the rotational energy
  have hs : (B.inertia⁻¹ *ᵥ (r ⨯₃ n)) ⬝ᵥ (B.inertia *ᵥ s.ω) = s.ω ⬝ᵥ (r ⨯₃ n) := by
    rw [Matrix.dotProduct_mulVec, ← Matrix.mulVec_transpose, B.inertia_symm, hb,
      dotProduct_comm]
  constructor
  · simp only [RigidBody.kick, Motion.pointVelocity, RigidBody.invMass, map_smul,
      Matrix.mulVec_smul, dotProduct_add, triple_cyclic n, add_dotProduct, smul_dotProduct,
      dotProduct_smul, smul_eq_mul, hn, hc]
    ring
  · simp only [RigidBody.energy, RigidBody.kick, Motion.pointVelocity, RigidBody.invMass,
      map_smul, Matrix.mulVec_smul, Matrix.mulVec_add, hb, dotProduct_add, triple_cyclic n,
      add_dotProduct, smul_dotProduct, dotProduct_smul, smul_eq_mul, hn, hc, hs, hv]
    linear_combination (J * (n ⬝ᵥ s.v) + J ^ 2 * B.mass⁻¹ / 2) * hm
```

## The response of the pair

Apply the one-body result to body 1 with $J$ and to body 2 with $-J$. The normal velocities become $c_1+J\kappa_1$ and $c_2-J\kappa_2$, so their difference is
$$u'=u+kJ .$$
The energy changes add up to
$$\Delta K=Jc_1-Jc_2+\tfrac12J^2(\kappa_1+\kappa_2)=Ju+\tfrac12kJ^2 .$$
These two equations hold for every real $J$, before any restitution law is chosen.

```lean
/-- For a unit vector `n`, the impulses `J n` on body 1 and `-J n` on body 2 change the normal
relative velocity `u` to `u + k J` and the total kinetic energy by `J u + k J² / 2`. -/
theorem pair_response (B₁ B₂ : RigidBody) (n r₁ r₂ : Vec) (s₁ s₂ : Motion) (J : ℝ)
    (hn : n ⬝ᵥ n = 1) :
    normalVelocity n r₁ r₂ (B₁.kick r₁ (J • n) s₁) (B₂.kick r₂ (-(J • n)) s₂)
        = normalVelocity n r₁ r₂ s₁ s₂ + pairInvMass B₁ B₂ n r₁ r₂ * J ∧
    energyAfter B₁ B₂ n r₁ r₂ s₁ s₂ J - (B₁.energy s₁ + B₂.energy s₂)
        = J * normalVelocity n r₁ r₂ s₁ s₂ + pairInvMass B₁ B₂ n r₁ r₂ * J ^ 2 / 2 := by
  obtain ⟨h1, h2⟩ := kick_response B₁ r₁ n s₁ J hn
  obtain ⟨h3, h4⟩ := kick_response B₂ r₂ n s₂ (-J) hn
  rw [neg_smul] at h3 h4
  unfold energyAfter normalVelocity pairInvMass
  constructor
  · rw [h1, h3]
    ring
  · rw [h2, h4]
    ring
```

## Inserting the restitution impulse

For the chosen impulse $kJ=-(1+e)u$. Therefore $u'=u-(1+e)u=-eu$, and
$$\Delta K=-\frac{(1+e)u^2}{k}+\frac{(1+e)^2u^2}{2k}=\frac{(1+e)(e-1)u^2}{2k}=-\frac{(1-e^2)u^2}{2k}.$$

In the theorem, the `let` lines give $u$, $k$ and $J$ their names, and the conclusion is the pair of formulas. The only explicit hypothesis is `hn`, the normalisation $n\cdot n=1$; the conditions on mass and inertia are carried by the type `RigidBody`. The coefficient $e$ may be any real number, and the sign of $u$ is free. The arms $r_1$ and $r_2$ are also arbitrary: these two formulas do not require that they meet at one point in space.

```lean
/-- With the impulse `-(1 + e) u / k`, the normal relative velocity `u` becomes `-e u` and
the total kinetic energy changes by `-(1 - e²) u² / (2 k)`. -/
theorem restitution_impact (B₁ B₂ : RigidBody) (n r₁ r₂ : Vec) (s₁ s₂ : Motion) (e : ℝ)
    (hn : n ⬝ᵥ n = 1) :
    let u := normalVelocity n r₁ r₂ s₁ s₂
    let k := pairInvMass B₁ B₂ n r₁ r₂
    let J := restitutionImpulse B₁ B₂ n r₁ r₂ s₁ s₂ e
    normalVelocity n r₁ r₂ (B₁.kick r₁ (J • n) s₁) (B₂.kick r₂ (-(J • n)) s₂) = -e * u ∧
    energyAfter B₁ B₂ n r₁ r₂ s₁ s₂ J - (B₁.energy s₁ + B₂.energy s₂)
      = -(1 - e ^ 2) * u ^ 2 / (2 * k) := by
  intro u k J
  have hk : k ≠ 0 := (pairInvMass_pos B₁ B₂ n r₁ r₂).ne'
  have hJ : k * J = -(1 + e) * u := mul_div_cancel₀ _ hk
  obtain ⟨h1, h2⟩ := pair_response B₁ B₂ n r₁ r₂ s₁ s₂ J hn
  change _ = u + k * J at h1
  change _ = J * u + k * J ^ 2 / 2 at h2
  constructor
  · rw [h1, hJ]
    ring
  · rw [h2, eq_div_iff (mul_ne_zero two_ne_zero hk)]
    linear_combination (2 * u + k * J - (1 + e) * u) * hJ
```

## How `linear_combination` closes the energy balance

The last step of the energy formula turns on the tactic `linear_combination`. Given a multiplier $q$ and a known equation $A=B$, it proves a goal $L=R$ by checking the polynomial identity
$$L-R=q\,(A-B).$$
The user supplies $q$, and ring arithmetic does the check.

Here the goal, after multiplication by $2k$, is
$$\left(Ju+\tfrac12kJ^2\right)2k=-(1-e^2)u^2,$$
and the known equation `hJ` is $kJ=-(1+e)u$. Write $y=kJ$ and $a=-(1+e)u$. The difference of the two sides of the goal is $2uy+y^2+(1-e^2)u^2$. Because the goal holds when $y=a$, this equals $(2uy+y^2)-(2ua+a^2)$, which factors as
$$(2u+y+a)(y-a).$$
The first factor is the multiplier in the file, `2 * u + k * J - (1 + e) * u`. Although the tactic is called linear, the multiplier may contain the unknowns, and so a relation linear in $J$ settles a goal quadratic in $J$. The same tactic removes the products $m\,m^{-1}$ from the energy of a single body.

## Elastic and plastic impacts

Let $u\neq0$ and $e\ge0$. Since $k>0$, $\Delta K=0$ holds exactly when $1-e^2=0$, which for nonnegative $e$ means $e=1$. Both conditions matter: if $u=0$ the impulse vanishes for every $e$, and $e=-1$ also gives zero impulse.

```lean
/-- For a nonzero normal relative velocity and `e ≥ 0`, the impact conserves the total kinetic
energy exactly when `e = 1`. -/
theorem energy_conserved_iff (B₁ B₂ : RigidBody) (n r₁ r₂ : Vec) (s₁ s₂ : Motion) (e : ℝ)
    (hn : n ⬝ᵥ n = 1) (he : 0 ≤ e) (hu : normalVelocity n r₁ r₂ s₁ s₂ ≠ 0) :
    energyAfter B₁ B₂ n r₁ r₂ s₁ s₂ (restitutionImpulse B₁ B₂ n r₁ r₂ s₁ s₂ e)
      = B₁.energy s₁ + B₂.energy s₂ ↔ e = 1 := by
  have hk := (pairInvMass_pos B₁ B₂ n r₁ r₂).ne'
  have h := (restitution_impact B₁ B₂ n r₁ r₂ s₁ s₂ e hn).2
  rw [← sub_eq_zero, h, div_eq_zero_iff]
  constructor
  · rintro (h0 | h0)
    · have h1 := (mul_eq_zero.mp h0).resolve_right (pow_ne_zero 2 hu)
      nlinarith
    · exact absurd h0 (mul_ne_zero two_ne_zero hk)
  · rintro rfl
    left
    ring
```

For a general normal impulse, completing the square gives
$$\Delta K=Ju+\tfrac12kJ^2=\frac{(u+kJ)^2}{2k}-\frac{u^2}{2k}\ \ge\ -\frac{u^2}{2k}.$$
The bound is the value for $e=0$, the plastic impact, after which the normal relative velocity is zero. The comparison covers impulses along $n$ only; tangential impulses are not among the competitors. The square is handed to `nlinarith` as a hint.

```lean
/-- Among all normal impulses, the one with `e = 0` leaves the least total kinetic energy. -/
theorem plastic_impact_minimizes (B₁ B₂ : RigidBody) (n r₁ r₂ : Vec) (s₁ s₂ : Motion) (J : ℝ)
    (hn : n ⬝ᵥ n = 1) :
    energyAfter B₁ B₂ n r₁ r₂ s₁ s₂ (restitutionImpulse B₁ B₂ n r₁ r₂ s₁ s₂ 0)
      ≤ energyAfter B₁ B₂ n r₁ r₂ s₁ s₂ J := by
  have hk := pairInvMass_pos B₁ B₂ n r₁ r₂
  have h0 := (restitution_impact B₁ B₂ n r₁ r₂ s₁ s₂ 0 hn).2
  have hJ := (pair_response B₁ B₂ n r₁ r₂ s₁ s₂ J hn).2

  -- complete the square in the impulse
  have hsq : -(1 - (0 : ℝ) ^ 2) * normalVelocity n r₁ r₂ s₁ s₂ ^ 2
      / (2 * pairInvMass B₁ B₂ n r₁ r₂)
      ≤ J * normalVelocity n r₁ r₂ s₁ s₂ + pairInvMass B₁ B₂ n r₁ r₂ * J ^ 2 / 2 := by
    rw [div_le_iff₀ (by positivity)]
    nlinarith [sq_nonneg (normalVelocity n r₁ r₂ s₁ s₂ + pairInvMass B₁ B₂ n r₁ r₂ * J)]
  linarith
```

## Angular momentum about the origin

For one body with centre of mass at $x$, an impulse $p$ at arm $r$ changes the angular momentum about the origin by
$$m\,x\times\frac pm+I\,I^{-1}(r\times p)=(x+r)\times p,$$
the moment of the impulse about the origin. If both impulses act at the same point, $x_1+r_1=x_2+r_2$, then $p$ and $-p$ contribute opposite moments and the total is unchanged. The common contact point is the hypothesis `hc`. The impulse $p$ may have any direction, so this balance also holds for impulses with a tangential part.

```lean
/-- Opposite impulses at a common contact point conserve the total angular momentum about
the origin. -/
theorem angularMomentum_conserved (B₁ B₂ : RigidBody) (x₁ x₂ r₁ r₂ p : Vec) (s₁ s₂ : Motion)
    (hc : x₁ + r₁ = x₂ + r₂) :
    B₁.angularMomentum x₁ (B₁.kick r₁ p s₁) + B₂.angularMomentum x₂ (B₂.kick r₂ (-p) s₂)
      = B₁.angularMomentum x₁ s₁ + B₂.angularMomentum x₂ s₂ := by
  -- each body gains the moment of its impulse about the origin
  have key : ∀ (B : RigidBody) (x r q : Vec) (s : Motion),
      B.angularMomentum x (B.kick r q s) = B.angularMomentum x s + (x + r) ⨯₃ q := by
    intro B x r q s
    simp only [RigidBody.angularMomentum, RigidBody.kick, Matrix.mulVec_add,
      inertia_mulVec_inv, map_add, map_smul, smul_add, LinearMap.add_apply,
      smul_inv_smul₀ B.mass_pos.ne']
    abel
  rw [key, key, hc, map_neg]
  abel

end

end RigidBodyImpact
```

```lean
#print axioms RigidBodyImpact.energy_conserved_iff
#print axioms RigidBodyImpact.plastic_impact_minimizes
#print axioms RigidBodyImpact.angularMomentum_conserved
```

```
'RigidBodyImpact.energy_conserved_iff' depends on axioms: [propext, Classical.choice, Quot.sound]
'RigidBodyImpact.plastic_impact_minimizes' depends on axioms: [propext, Classical.choice, Quot.sound]
'RigidBodyImpact.angularMomentum_conserved' depends on axioms: [propext, Classical.choice, Quot.sound]
```
